# For a twice differentiable surface energy in the plane, the envelope point's projection on a fixed normal changes at a rate equal to the stiffness times the sine of the angle difference

A surface energy γ(θ) in the plane defines an envelope curve with points (γ cos θ − γ′ sin θ, γ sin θ + γ′ cos θ). The declaration `height_envelope_hasDerivAt` states that, as the parameter t of this curve passes through s, the projection of the envelope point on the fixed normal (cos φ, sin φ) has derivative (γ(s) + γ″(s)) sin(φ − s). It assumes that γ is a real function on the whole line and that γ and γ′ are differentiable everywhere; neither periodicity of γ nor positivity of the stiffness γ + γ″ is required. The attempt takes the derivative of the envelope curve from the preceding theorem, reads off its two components by composing with the coordinate projections, and combines them with the weights cos φ and sin φ.

An attempt in Lean 4 with a fault in it:

```lean
import Mathlib

open scoped Real

namespace HeightEnvelopeHasDerivAt

noncomputable section

/-- The projection of a point `p` of the plane on the facet normal `(cos φ, sin φ)`. -/
def height (p : ℝ × ℝ) (φ : ℝ) : ℝ := p.1 * Real.cos φ + p.2 * Real.sin φ

/-- The envelope curve `(γ cos θ - γ' sin θ, γ sin θ + γ' cos θ)` of a surface energy `γ`. -/
def envelope (γ : ℝ → ℝ) (θ : ℝ) : ℝ × ℝ :=
  (γ θ * Real.cos θ - deriv γ θ * Real.sin θ, γ θ * Real.sin θ + deriv γ θ * Real.cos θ)

/-- The surface stiffness `γ + γ''`. -/
def stiffness (γ : ℝ → ℝ) (θ : ℝ) : ℝ := γ θ + deriv (deriv γ) θ

/-- For a twice differentiable surface energy, the envelope curve has derivative
`(γ + γ'') (-sin θ, cos θ)`. -/
theorem envelope_hasDerivAt {γ : ℝ → ℝ} (hγ : Differentiable ℝ γ)
    (hγ' : Differentiable ℝ (deriv γ)) (θ : ℝ) :
    HasDerivAt (envelope γ) (stiffness γ θ • (-Real.sin θ, Real.cos θ)) θ := by
  have h1 := (hγ θ).hasDerivAt
  have h2 := (hγ' θ).hasDerivAt
  have hx := (h1.fun_mul (Real.hasDerivAt_cos θ)).fun_sub (h2.fun_mul (Real.hasDerivAt_sin θ))
  have hy := (h1.fun_mul (Real.hasDerivAt_sin θ)).fun_add (h2.fun_mul (Real.hasDerivAt_cos θ))
  -- the terms in `γ'` cancel in both components
  refine (hx.prodMk hy).congr_deriv ?_
  simp only [stiffness, Prod.smul_mk, smul_eq_mul, Prod.mk.injEq]
  constructor <;> ring

/-- For a twice differentiable surface energy, the projection of the moving envelope point on
a fixed normal at angle `φ` changes at the rate `(γ + γ'')(s) sin (φ - s)`. -/
theorem height_envelope_hasDerivAt {γ : ℝ → ℝ} (hγ : Differentiable ℝ γ)
    (hγ' : Differentiable ℝ (deriv γ)) (φ s : ℝ) :
    HasDerivAt (fun t => height (envelope γ t) φ) (stiffness γ s * Real.sin (φ - s)) s := by
  have h := envelope_hasDerivAt hγ hγ' s
  have hx : HasDerivAt (fun t => (envelope γ t).1) (stiffness γ s * -Real.sin s) s :=
    hasFDerivAt_fst.comp_hasDerivAt s h
  have hy : HasDerivAt (fun t => (envelope γ t).2) (stiffness γ s * Real.cos s) s :=
    hasFDerivAt_snd.comp_hasDerivAt s h
  refine ((hx.mul_const (Real.cos φ)).fun_add (hy.mul_const (Real.sin φ))).congr_deriv ?_
  rw [Real.sin_sub]
  ring

end

end HeightEnvelopeHasDerivAt
```

The compiler's answer:

```
Main.lean:40:4: error: Type mismatch
  HasFDerivAt.comp_hasDerivAt s ?m.83 h
has type
  HasDerivAt (?m.81 ∘ envelope γ) (?m.82 (stiffness γ s • (-Real.sin s, Real.cos s))) s
but is expected to have type
  HasDerivAt (fun t => (envelope γ t).1) (stiffness γ s * -Real.sin s) s
Main.lean:42:4: error: Type mismatch
  HasFDerivAt.comp_hasDerivAt s ?m.121 h
has type
  HasDerivAt (?m.119 ∘ envelope γ) (?m.120 (stiffness γ s • (-Real.sin s, Real.cos s))) s
but is expected to have type
  HasDerivAt (fun t => (envelope γ t).2) (stiffness γ s * Real.cos s) s
```

Fix (accepted with no message):

```diff
@@ -38,7 +38,11 @@
   have h := envelope_hasDerivAt hγ hγ' s
   have hx : HasDerivAt (fun t => (envelope γ t).1) (stiffness γ s * -Real.sin s) s :=
-    hasFDerivAt_fst.comp_hasDerivAt s h
+    by
+      have h1 := (ContinuousLinearMap.fst ℝ ℝ ℝ).hasFDerivAt.comp_hasDerivAt s h
+      exact h1
   have hy : HasDerivAt (fun t => (envelope γ t).2) (stiffness γ s * Real.cos s) s :=
-    hasFDerivAt_snd.comp_hasDerivAt s h
+    by
+      have h2 := (ContinuousLinearMap.snd ℝ ℝ ℝ).hasFDerivAt.comp_hasDerivAt s h
+      exact h2
   refine ((hx.mul_const (Real.cos φ)).fun_add (hy.mul_const (Real.sin φ))).congr_deriv ?_
   rw [Real.sin_sub]
```

What went wrong. Both errors are the same, one for each coordinate. In the first, Lean has the composite `?m.81 ∘ envelope γ` with derivative `?m.82 (...)`, where the outer function and its linear derivative are still unknown, and the argument that `hasFDerivAt_fst` should supply is itself still open as `?m.83`. Lean must therefore match this unfinished type with the stated one, whose function is `fun t => (envelope γ t).1` and whose derivative is already written as a product. It does not recover the projection from these forms, and reports a type mismatch. The second error does the same with `.2`.

The repair names the projections, `ContinuousLinearMap.fst ℝ ℝ ℝ` and `ContinuousLinearMap.snd ℝ ℝ ℝ`, and takes the derivative of each through `.hasFDerivAt`, so the outer function and its derivative are known. Each composite is first built in a `have` with no stated type, away from the goal. `exact` then only has to compare two complete types, which agree by unfolding the composition, the projection and the scalar multiple of a pair. The `by` blocks merely hold these two steps.
